# The ideal entropy gained by mixing phases lies between zero and the entropy of the phase fractions

An alloy of fixed overall composition may sit on a convex hull as several coexisting phases, or form one disordered solid solution. Comparing the two at finite temperature requires the configurational entropy gained when the phases merge. In the ideal model, where atoms occupy the sites of a single lattice at random, this gain depends only on the compositions and the phase fractions. Ideal entropies of this kind, multiplied by minus the temperature, can be added to computed formation energies, an approximation that ignores short-range order, sublattices and vibrations. The results below assume that the coexisting phases are themselves random solutions. Ordered compounds with no configurational entropy are not covered: a single ordered equiatomic binary compound that disorders completely gains $\ln 2$ per site, in units of Boltzmann's constant, although the entropy of its phase fractions is zero.

## Compositions and their entropy

Elements carry an index $i$ from a finite type `ι`, and phases an index $k$ from a finite type `κ`.

In Lean 4 with Mathlib:

```lean
import Mathlib

open Finset Real

namespace PhaseMixingEntropy

noncomputable section

variable {ι κ : Type*} [Fintype ι] [Fintype κ]
```

For atomic fractions $p_i$, the ideal entropy per site in units of Boltzmann's constant is $S(p) = -\sum_i p_i \ln p_i$. This formula is the model, taken as a definition, and it applies to every phase, so each phase counts as a random solution. An absent element contributes $0 \ln 0 = 0$ through its vanishing prefactor.

```lean
/-- Configurational entropy `S(p) = -∑ p_i ln p_i`, with the convention `0 ln 0 = 0`. -/
def confEntropy (p : ι → ℝ) : ℝ := -∑ i, p i * log (p i)
```

A composition has $p_i \ge 0$ and $\sum_i p_i = 1$.

```lean
/-- A composition: nonnegative fractions that sum to one. -/
def IsComposition (p : ι → ℝ) : Prop := (∀ i, 0 ≤ p i) ∧ ∑ i, p i = 1
```

Phase $k$ has composition $x_k$ with components $x_{ki}$, written `x k i`, and holds the fraction $f_k$ of all atoms. The overall composition is $m_i = \sum_k f_k x_{ki}$.

```lean
/-- Overall composition `∑ f_k x_k` of phases `x_k` taken with fractions `f_k`. -/
def mix (f : κ → ℝ) (x : κ → ι → ℝ) : ι → ℝ := fun i => ∑ k, f k * x k i
```

The mixing entropy is $\Delta S = S(m) - \sum_k f_k S(x_k)$, with interfaces neglected.

```lean
/-- Mixing entropy `S(∑ f_k x_k) - ∑ f_k S(x_k)`. -/
def mixingEntropy (f : κ → ℝ) (x : κ → ι → ℝ) : ℝ :=
  confEntropy (mix f x) - ∑ k, f k * confEntropy (x k)
```

Phases share no element if, for $k \ne l$ and every $i$, $x_{ki} = 0$ or $x_{li} = 0$.

```lean
/-- No element is present in two different phases. -/
def ShareNoElement {ι κ : Type*} (x : κ → ι → ℝ) : Prop :=
  ∀ k l, k ≠ l → ∀ i, x k i = 0 ∨ x l i = 0
```

The pure element $j$ has fraction $1$ at $i = j$ and $0$ elsewhere.

```lean
/-- The composition of the pure element `j`. -/
def pureElement {ι : Type*} [DecidableEq ι] (j : ι) : ι → ℝ := fun i => if i = j then 1 else 0
```

If $f$ and all $x_k$ are compositions, so is $m$: its components are nonnegative, and exchanging the sums gives $\sum_i m_i = \sum_k f_k \sum_i x_{ki} = \sum_k f_k = 1$.

```lean
/-- A mixture of compositions, with phase fractions forming a composition, is a composition. -/
theorem mix_isComposition {f : κ → ℝ} {x : κ → ι → ℝ} (hf : IsComposition f)
    (hx : ∀ k, IsComposition (x k)) : IsComposition (mix f x) := by
  refine ⟨fun i => sum_nonneg fun k _ => mul_nonneg (hf.1 k) ((hx k).1 i), ?_⟩
  unfold mix
  rw [sum_comm, ← hf.2]
  exact sum_congr rfl fun k _ => by rw [← mul_sum, (hx k).2, mul_one]
```

## Pooling the amounts of one element

Take amounts $a_k \ge 0$ with total $T = \sum_j a_j$. Each term $a_k(\ln T - \ln a_k)$ is nonnegative, since either $a_k = 0$ or $0 < a_k \le T$; this is `hterm`. The sum therefore vanishes exactly when every term does. If $a_k, a_l > 0$ with $k \ne l$, then $T \ge a_k + a_l > a_k$ (`hp`, `hlt`) and term $k$ is positive. If at most one amount is nonzero, that amount equals $T$ (`hT`) and its bracket vanishes.

```lean
/-- For amounts `a_k ≥ 0` with total `T`, the sum `∑ a_k (ln T - ln a_k)` is nonnegative, and it
vanishes exactly when at most one amount is nonzero. -/
theorem lumping {a : κ → ℝ} (ha : ∀ k, 0 ≤ a k) :
    0 ≤ ∑ k, a k * (log (∑ j, a j) - log (a k)) ∧
    (∑ k, a k * (log (∑ j, a j) - log (a k)) = 0 ↔ ∀ k l, k ≠ l → a k = 0 ∨ a l = 0) := by
  classical
  have hterm : ∀ k, 0 ≤ a k * (log (∑ j, a j) - log (a k)) := by
    intro k
    rcases (ha k).eq_or_lt with h | h
    · rw [← h, zero_mul]
    · have hle : a k ≤ ∑ j, a j := single_le_sum (fun j _ => ha j) (mem_univ k)
      exact mul_nonneg h.le (sub_nonneg.2 (Real.log_le_log h hle))
  refine ⟨sum_nonneg fun k _ => hterm k, ?_⟩
  rw [sum_eq_zero_iff_of_nonneg (fun k _ => hterm k)]
  constructor
  · intro h k l hkl
    by_contra hc
    rw [not_or] at hc
    have hk : 0 < a k := lt_of_le_of_ne (ha k) (Ne.symm hc.1)
    have hl : 0 < a l := lt_of_le_of_ne (ha l) (Ne.symm hc.2)
    -- two nonzero amounts force `a k < T`, so the `k`-th term is positive
    have hp : ∑ j ∈ ({k, l} : Finset κ), a j ≤ ∑ j, a j :=
      sum_le_sum_of_subset_of_nonneg (subset_univ _) (fun j _ _ => ha j)
    rw [sum_pair hkl] at hp
    have hlt : a k < ∑ j, a j := by linarith
    have hpos := mul_pos hk (sub_pos.2 (Real.log_lt_log hk hlt))
    exact hpos.ne' (h k (mem_univ k))
  · intro h k _
    by_cases hk : a k = 0
    · rw [hk, zero_mul]
    · have hT : ∑ j, a j = a k :=
        sum_eq_single k (fun l _ hl => (h l k hl).resolve_right hk)
          (fun hn => absurd (mem_univ k) hn)
      rw [hT, sub_self, mul_zero]
```

## The distance to the upper bound

Let $a_{ki} = f_k x_{ki}$ be the fraction of atoms that are of element $i$ and in phase $k$. The product rule for the logarithm gives
$$a_{ki}\ln a_{ki} = x_{ki}\, f_k \ln f_k + f_k\, x_{ki} \ln x_{ki},$$
with both sides zero if a factor vanishes (`hl`). Summing with $\sum_i x_{ki} = 1$ yields $\sum_{i,k} a_{ki}\ln a_{ki} = -S(f) - \sum_k f_k S(x_k)$, which is `h1`. Since $\sum_k a_{ki} = m_i$, also $\sum_{i,k} a_{ki}\ln m_i = -S(m)$, which is `h2`. Subtracting the first from the second gives
$$S(f) - \Delta S = \sum_i \sum_k a_{ki}\,(\ln m_i - \ln a_{ki}).$$

```lean
/-- If each phase is normalised, `S(f)` minus the mixing entropy equals
`∑_i ∑_k a_ki (ln m_i - ln a_ki)`, with `a_ki = f_k x_ki` and `m` the overall composition. -/
theorem entropy_gap_eq (f : κ → ℝ) {x : κ → ι → ℝ} (hx : ∀ k, ∑ i, x k i = 1) :
    confEntropy f - mixingEntropy f x =
      ∑ i, ∑ k, f k * x k i * (log (mix f x i) - log (f k * x k i)) := by
  have hl : ∀ k i, f k * x k i * log (f k * x k i) =
      x k i * (f k * log (f k)) + f k * (x k i * log (x k i)) := by
    intro k i
    by_cases h1 : f k = 0
    · simp [h1]
    by_cases h2 : x k i = 0
    · simp [h2]
    rw [Real.log_mul h1 h2]
    ring
  -- chain rule for the joint distribution over phases and elements
  have h1 : ∑ i, ∑ k, f k * x k i * log (f k * x k i) =
      ∑ k, f k * log (f k) + ∑ k, f k * ∑ i, x k i * log (x k i) := by
    rw [sum_comm, ← sum_add_distrib]
    refine sum_congr rfl fun k _ => ?_
    simp only [hl]
    rw [sum_add_distrib, ← sum_mul, ← mul_sum, hx k, one_mul]
  have h2 : ∑ i, ∑ k, f k * x k i * log (mix f x i) = ∑ i, mix f x i * log (mix f x i) :=
    sum_congr rfl fun i _ => by simp only [mix, sum_mul]
  simp only [mul_sub, sum_sub_distrib]
  rw [h1, h2]
  simp only [mixingEntropy, confEntropy, mul_neg, sum_neg_distrib]
  ring
```

## Concavity, element by element

With $\eta(t) = -t \ln t$, Mathlib's `negMulLog`, exchanging the sums gives
$$\Delta S = \sum_i \Big[\eta(m_i) - \sum_k f_k\, \eta(x_{ki})\Big].$$

```lean
/-- The mixing entropy is a sum over elements of `η(m_i) - ∑_k f_k η(x_ki)`, `η(t) = -t ln t`. -/
theorem mixingEntropy_eq_sum (f : κ → ℝ) (x : κ → ι → ℝ) :
    mixingEntropy f x = ∑ i, (negMulLog (mix f x i) - ∑ k, f k * negMulLog (x k i)) := by
  have h : ∑ k, ∑ i, f k * (x k i * log (x k i)) = ∑ i, ∑ k, f k * (x k i * log (x k i)) :=
    sum_comm
  simp only [mixingEntropy, confEntropy, Real.negMulLog, neg_mul, mul_neg, sum_sub_distrib,
    sum_neg_distrib, mul_sum]
  linarith
```

The function $\eta$ is concave on $t \ge 0$, and $m_i$ is the average of the $x_{ki}$ with weights $f_k$. Jensen's inequality, `le_map_sum`, makes each bracket nonnegative.

```lean
/-- Each element contributes nonnegatively: `∑_k f_k η(x_ki) ≤ η(m_i)` with `η(t) = -t ln t`. -/
theorem element_term_nonneg {ι : Type*} {f : κ → ℝ} {x : κ → ι → ℝ}
    (hf : IsComposition f) (i : ι)
    (hx : ∀ k, 0 ≤ x k i) : 0 ≤ negMulLog (mix f x i) - ∑ k, f k * negMulLog (x k i) := by
  -- Jensen's inequality for the concave function `η`
  have h := Real.concaveOn_negMulLog.le_map_sum (t := univ) (w := f) (p := fun k => x k i)
    (fun k _ => hf.1 k) hf.2 (fun k _ => hx k)
  exact sub_nonneg.2 h
```

Summing the brackets gives $\Delta S \ge 0$. The inner sum in $S(f) - \Delta S$ is the one in `lumping`, with $T = m_i$, so $\Delta S \le S(f)$. Both bounds allow $f_k = 0$.

```lean
/-- For compositions `x_k` and nonnegative phase fractions summing to one, the mixing entropy lies
between `0` and `-∑ f_k ln f_k`. -/
theorem mixingEntropy_bounds {f : κ → ℝ} {x : κ → ι → ℝ} (hf : IsComposition f)
    (hx : ∀ k, IsComposition (x k)) :
    0 ≤ mixingEntropy f x ∧ mixingEntropy f x ≤ confEntropy f := by
  constructor
  · rw [mixingEntropy_eq_sum]
    exact sum_nonneg fun i _ => element_term_nonneg hf i fun k => (hx k).1 i
  · rw [← sub_nonneg, entropy_gap_eq f fun k => (hx k).2]
    exact sum_nonneg fun i _ =>
      (lumping (a := fun k => f k * x k i) fun k => mul_nonneg (hf.1 k) ((hx k).1 i)).1
```

## The two equality cases

Now let $f_k > 0$, so that every listed phase is present; an absent phase leaves $\Delta S$ unchanged whatever its composition. The mixing entropy is zero exactly when every bracket is. By strict concavity, bracket $i$ vanishes exactly when $x_{ji} = m_i$ for every phase $j$ (`key`), and then all phases coincide. Conversely, equal phases give $m_i = \sum_k f_k x_{ji} = x_{ji}$, the `calc` step.

```lean
/-- With positive phase fractions summing to one, the mixing entropy vanishes exactly when all
phases have the same composition. -/
theorem mixingEntropy_eq_zero_iff {f : κ → ℝ} {x : κ → ι → ℝ} (hf : ∀ k, 0 < f k)
    (hs : ∑ k, f k = 1) (hx : ∀ k i, 0 ≤ x k i) :
    mixingEntropy f x = 0 ↔ ∀ k l, x k = x l := by
  -- equality case of Jensen's inequality, element by element
  have key : ∀ i, negMulLog (mix f x i) - ∑ k, f k * negMulLog (x k i) = 0 ↔
      ∀ j, x j i = mix f x i := by
    intro i
    have h := Real.strictConcaveOn_negMulLog.map_sum_eq_iff (t := univ) (w := f)
      (p := fun k => x k i) (fun k _ => hf k) hs (fun k _ => hx k i)
    rw [sub_eq_zero]
    exact h.trans ⟨fun h j => h j (mem_univ j), fun h j _ => h j⟩
  rw [mixingEntropy_eq_sum, sum_eq_zero_iff_of_nonneg
    (fun i _ => element_term_nonneg ⟨fun k => (hf k).le, hs⟩ i fun k => hx k i)]
  constructor
  · intro h k l
    funext i
    have hi := (key i).1 (h i (mem_univ i))
    rw [hi k, hi l]
  · intro h i _
    refine (key i).2 fun j => ?_
    calc x j i = ∑ k, f k * x j i := by rw [← sum_mul, hs, one_mul]
      _ = ∑ k, f k * x k i := sum_congr rfl fun k _ => by rw [h k j]
```

At the other end, $\Delta S = S(f)$ holds exactly when each inner sum vanishes, that is, when for each $i$ at most one product $f_k x_{ki}$ is nonzero. Since $f_k \ne 0$, `mul_eq_zero` turns this into a condition on $x_{ki}$ alone. The proof does not use the sum of the $f_k$, so the statement leaves it free, but the formal quantity is the physical mixing entropy per site only when the $f_k$ sum to one.

```lean
/-- For compositions `x_k` and weights `f_k > 0` (phase fractions when they sum to one, which is not
assumed), `mixingEntropy f x` equals `-∑ f_k ln f_k` exactly when the phases share no element. -/
theorem mixingEntropy_eq_max_iff {f : κ → ℝ} {x : κ → ι → ℝ} (hf : ∀ k, 0 < f k)
    (hx : ∀ k, IsComposition (x k)) :
    mixingEntropy f x = confEntropy f ↔ ShareNoElement x := by
  have hL := fun i =>
    lumping (a := fun k => f k * x k i) fun k => mul_nonneg (hf k).le ((hx k).1 i)
  have key : mixingEntropy f x = confEntropy f ↔ confEntropy f - mixingEntropy f x = 0 := by
    constructor <;> intro h <;> linarith
  rw [key, entropy_gap_eq f fun k => (hx k).2]
  refine (sum_eq_zero_iff_of_nonneg (fun i _ => (hL i).1)).trans ⟨?_, ?_⟩
  · intro h k l hkl i
    rcases (hL i).2.1 (h i (mem_univ i)) k l hkl with h0 | h0
    · exact Or.inl ((mul_eq_zero.1 h0).resolve_left (hf k).ne')
    · exact Or.inr ((mul_eq_zero.1 h0).resolve_left (hf l).ne')
  · intro h i _
    refine (hL i).2.2 fun k l hkl => ?_
    rcases h k l hkl i with h0 | h0
    · exact Or.inl (mul_eq_zero.2 (Or.inr h0))
    · exact Or.inr (mul_eq_zero.2 (Or.inr h0))
```

The main theorem collects these results. For positive fractions (`hf`) summing to one (`hs`) and compositions $x_k$ (`hx`),
$$0 \le \Delta S \le -\sum_k f_k \ln f_k,$$
with equality on the left if and only if all phases have the same composition, and on the right if and only if no two share an element. It contains no energies, so it does not decide which state is stable.

```lean
/-- Mixing phases of compositions `x_k` (nonnegative, summing to one) with fractions `f_k > 0`
summing to one: `0 ≤ S(∑ f_k x_k) - ∑ f_k S(x_k) ≤ -∑ f_k ln f_k`, with equality on the left iff all
phases coincide and on the right iff they share no element. -/
theorem phase_mixing_entropy {f : κ → ℝ} {x : κ → ι → ℝ} (hf : ∀ k, 0 < f k)
    (hs : ∑ k, f k = 1) (hx : ∀ k, IsComposition (x k)) :
    (0 ≤ mixingEntropy f x ∧ mixingEntropy f x ≤ -∑ k, f k * log (f k)) ∧
    (mixingEntropy f x = 0 ↔ ∀ k l, x k = x l) ∧
    (mixingEntropy f x = -∑ k, f k * log (f k) ↔ ShareNoElement x) :=
  ⟨mixingEntropy_bounds ⟨fun k => (hf k).le, hs⟩ hx,
    mixingEntropy_eq_zero_iff hf hs fun k => (hx k).1, mixingEntropy_eq_max_iff hf hx⟩
```

## Pure elements and the smallest cases

Let phase $k$ be the pure element $e_k$, with distinct phases holding distinct elements (`he`). Each is a composition and none share an element, so $\Delta S = -\sum_k f_k \ln f_k$, the ideal-solution entropy when the $f_k$ sum to one. Two pure elements with $f_k = 1/2$ give $\ln 2$ per site. For a single phase the one fraction is $1$, both bounds are zero, and both equality conditions hold trivially.

```lean
/-- For distinct pure elements and weights `f_k > 0` (phase fractions when they sum to one, which is
not assumed), `mixingEntropy` equals `-∑ f_k ln f_k`. -/
theorem mixingEntropy_pureElement [DecidableEq ι] {f : κ → ℝ} (hf : ∀ k, 0 < f k)
    {e : κ → ι} (he : Function.Injective e) :
    mixingEntropy f (fun k => pureElement (e k)) = -∑ k, f k * log (f k) := by
  refine (mixingEntropy_eq_max_iff hf fun k => ⟨fun i => ?_, ?_⟩).2 ?_
  · simp only [pureElement]
    split_ifs <;> norm_num
  · simp [pureElement]
  · intro k l hkl i
    by_cases h : i = e k
    · have hne : i ≠ e l := fun h' => hkl (he (h.symm.trans h'))
      exact Or.inr (if_neg hne)
    · exact Or.inl (if_neg h)

end

end PhaseMixingEntropy
```

```lean
#print axioms PhaseMixingEntropy.mix_isComposition
#print axioms PhaseMixingEntropy.mixingEntropy_eq_zero_iff
#print axioms PhaseMixingEntropy.phase_mixing_entropy
#print axioms PhaseMixingEntropy.mixingEntropy_pureElement
```

```
'PhaseMixingEntropy.mix_isComposition' depends on axioms: [propext, Classical.choice, Quot.sound]
'PhaseMixingEntropy.mixingEntropy_eq_zero_iff' depends on axioms: [propext, Classical.choice, Quot.sound]
'PhaseMixingEntropy.phase_mixing_entropy' depends on axioms: [propext, Classical.choice, Quot.sound]
'PhaseMixingEntropy.mixingEntropy_pureElement' depends on axioms: [propext, Classical.choice, Quot.sound]
```
